# The first-order dispersion pair density of two nondegenerate monomers has zero marginals

When two monomers in nondegenerate ground states $a$ and $b$ are coupled by $V=\sum_k A_k\otimes B_k$ with $\langle a,A_ka\rangle=\langle b,B_kb\rangle=0$, the first-order change of their pair density sums to zero over either monomer's positions. The particles can become correlated, yet neither monomer's own density changes at this order. I would like to see this made rigorous, with a proof that a machine has checked. Where exactly do nondegeneracy and the vanishing means enter?

## Projecting the response onto one monomer

The vanishing means remove the source term from a projected equation, and nondegeneracy then fixes the projected response up to a factor.

Write a pair amplitude as a matrix $P_{ij}$, with $i$ a position in monomer A and $j$ one in monomer B. Then $X\otimes Y$ acts as $XPY^T$, and $a\otimes b$ is the matrix $a_ib_j$. Let $h_A,h_B$ be the Hermitian monomer Hamiltonians, with $h_Aa=e_Aa$ and $h_Bb=e_Bb$. The first-order energy $\langle a\otimes b,V(a\otimes b)\rangle$ vanishes because the means do, so the response $P$ satisfies

$$h_AP+Ph_B^T-(e_A+e_B)P=-\sum_k (A_ka)(B_kb)^T,$$

with $P$ orthogonal to $a\otimes b$. For real $t$,

$$|a_ib_j+tP_{ij}|^2=|a_ib_j|^2+2t\,\mathrm{Re}(\overline{a_ib_j}P_{ij})+t^2|P_{ij}|^2,$$

so the first-order pair density is $\rho_{ij}=2\,\mathrm{Re}(\overline{a_ib_j}P_{ij})$.

Let $c_j=\sum_i\overline{a_i}P_{ij}$. Multiply the equation from the left by $a^\dagger$ and use $a^\dagger h_A=e_Aa^\dagger$:

$$e_Ac+h_Bc-(e_A+e_B)c=-\sum_k\langle a,A_ka\rangle B_kb=0.$$

Hence $h_Bc=e_Bc$, and nondegeneracy gives $c=\tau b$ for some number $\tau$. Orthogonality to $a\otimes b$ reads $0=\sum_j\overline{b_j}c_j=\tau\|b\|^2$, so $\tau=0$ and $c=0$. Therefore

$$\sum_i\rho_{ij}=2\,\mathrm{Re}(\overline{b_j}c_j)=0.$$

Exchanging the monomers gives $\sum_j\rho_{ij}=0$, this time from $\langle b,B_kb\rangle=0$ and the nondegeneracy of $a$.

In this finite model without exchange between the monomers, an electrostatic account of dispersion forces therefore gets no contribution from changed monomer densities at first order in $V$.

## What the Lean theorem assumes

`NondegenerateState h e a` says that `h` is Hermitian and that the nonzero vector `a` spans its eigenspace at the real energy `e`. `freeAction` and `coupling` are the two matrix actions above, and `vecMulVec a b` is $a\otimes b$. `IsDispersionResponse` collects both states, the zero means, orthogonality and the first-order equation. Physically, zero means say that neither monomer has a permanent moment that $V$ can couple to.

`pairDensity_marginals` states both sum rules, each for every fixed position in the other monomer. The vectors need not be normalised, and the factors of $V$ need not be Hermitian. The index sets are finite. An index is the position of a single particle; for a monomer with several electrons it stands for a configuration of all of them. The response is assumed to solve the perturbation equation; it is not derived from an exact perturbed eigenstate. The states need not be ground states, but for excited states $e_A+e_B$ can be a degenerate level of the uncoupled pair, and then a response may not exist.

```lean
import Mathlib

open Matrix
open scoped ComplexOrder

namespace DispersionPairDensity

noncomputable section

variable {m n κ : Type*} [Fintype m] [Fintype n] [Fintype κ]

/-- The Hermitian Hamiltonian `h` has the nondegenerate energy level `e`, spanned by the
nonzero state `a`. -/
structure NondegenerateState (h : Matrix m m ℂ) (e : ℝ) (a : m → ℂ) : Prop where
  herm : h.IsHermitian
  ne_zero : a ≠ 0
  eigen : h *ᵥ a = (e : ℂ) • a
  span : ∀ x : m → ℂ, h *ᵥ x = (e : ℂ) • x → ∃ t : ℂ, x = t • a

/-- The Hamiltonian `hA ⊗ 1 + 1 ⊗ hB` of two uncoupled monomers acting on a pair
amplitude `P i j`. -/
def freeAction (hA : Matrix m m ℂ) (hB : Matrix n n ℂ) (P : Matrix m n ℂ) : Matrix m n ℂ :=
  hA * P + P * hBᵀ

/-- The coupling `V = ∑ k, A k ⊗ B k` acting on a pair amplitude `P i j`. -/
def coupling (A : κ → Matrix m m ℂ) (B : κ → Matrix n n ℂ) (P : Matrix m n ℂ) :
    Matrix m n ℂ :=
  ∑ k, A k * P * (B k)ᵀ

/-- `P` is a first-order response, orthogonal to `a ⊗ b`, of the product `a ⊗ b` of two
nondegenerate states to a coupling whose factors have zero expectation value in `a` and in `b`. -/
structure IsDispersionResponse (hA : Matrix m m ℂ) (hB : Matrix n n ℂ) (eA eB : ℝ)
    (A : κ → Matrix m m ℂ) (B : κ → Matrix n n ℂ) (a : m → ℂ) (b : n → ℂ)
    (P : Matrix m n ℂ) : Prop where
  stateA : NondegenerateState hA eA a
  stateB : NondegenerateState hB eB b
  meanA : ∀ k, star a ⬝ᵥ (A k *ᵥ a) = 0
  meanB : ∀ k, star b ⬝ᵥ (B k *ᵥ b) = 0
  orth : ∑ i, ∑ j, star (a i * b j) * P i j = 0
  eqn : freeAction hA hB P - ((eA : ℂ) + (eB : ℂ)) • P = -coupling A B (vecMulVec a b)

/-- The first-order pair density `2 Re (conj (a i * b j) * P i j)`. -/
def pairDensity (a : m → ℂ) (b : n → ℂ) (P : Matrix m n ℂ) (i : m) (j : n) : ℝ :=
  2 * (star (a i * b j) * P i j).re

variable {hA : Matrix m m ℂ} {hB : Matrix n n ℂ} {eA eB : ℝ}
  {A : κ → Matrix m m ℂ} {B : κ → Matrix n n ℂ} {a : m → ℂ} {b : n → ℂ} {P : Matrix m n ℂ}

omit [Fintype m] [Fintype n] in
/-- The first-order pair density is the derivative at zero coupling strength `t` of the
squared modulus of the amplitude `a i * b j + t * P i j`. -/
theorem hasDerivAt_pairDensity (a : m → ℂ) (b : n → ℂ) (P : Matrix m n ℂ) (i : m) (j : n) :
    HasDerivAt (fun t : ℝ => Complex.normSq (a i * b j + (t : ℂ) * P i j))
      (pairDensity a b P i j) 0 := by
  unfold pairDensity
  generalize a i * b j = z
  generalize P i j = w
  -- the squared modulus is a quadratic polynomial in `t`
  have hpoly : (fun t : ℝ => Complex.normSq (z + (t : ℂ) * w)) =
      fun t : ℝ => (Complex.normSq z + t * (2 * (star z * w).re)) +
        t ^ 2 * Complex.normSq w := by
    funext t
    simp [Complex.normSq_apply]
    ring
  rw [hpoly]
  have h1 := ((hasDerivAt_id' (0 : ℝ)).mul_const (2 * (star z * w).re)).const_add
    (Complex.normSq z)
  have h2 := (hasDerivAt_pow 2 (0 : ℝ)).mul_const (Complex.normSq w)
  exact (h1.fun_add h2).congr_deriv (by simp)

/-- Exchanging the two monomers turns a first-order response into a first-order response. -/
theorem IsDispersionResponse.swap (h : IsDispersionResponse hA hB eA eB A B a b P) :
    IsDispersionResponse hB hA eB eA B A b a Pᵀ := by
  refine ⟨h.stateB, h.stateA, h.meanB, h.meanA, ?_, ?_⟩
  · have h0 := h.orth
    rw [Finset.sum_comm] at h0
    refine (Finset.sum_congr rfl fun j _ => Finset.sum_congr rfl fun i _ => ?_).trans h0
    rw [transpose_apply, mul_comm (b j)]
  · have hv : (vecMulVec a b)ᵀ = vecMulVec b a := by
      ext i j
      simp [vecMulVec_apply, mul_comm]
    have h1 := congrArg transpose h.eqn
    simp only [freeAction, coupling, transpose_sub, transpose_add, transpose_neg,
      transpose_smul, transpose_mul, transpose_transpose, transpose_sum, hv] at h1
    unfold freeAction coupling
    rw [add_comm (hB * Pᵀ), add_comm (eB : ℂ)]
    simpa only [Matrix.mul_assoc] using h1

/-- The partial overlap of the response with the state `a` of monomer A satisfies the
unperturbed Schrödinger equation of monomer B at energy `eB`. -/
theorem projected_equation (h : IsDispersionResponse hA hB eA eB A B a b P) :
    hB *ᵥ (star a ᵥ* P) = (eB : ℂ) • (star a ᵥ* P) := by
  have hleft : star a ᵥ* hA = (eA : ℂ) • star a := by
    have h0 := congrArg star h.stateA.eigen
    rw [Matrix.star_mulVec, h.stateA.herm.eq] at h0
    rw [h0]
    ext i
    simp
  -- the source term has no component along `a`
  have hsource : star a ᵥ* coupling A B (vecMulVec a b) = 0 := by
    have hsum : star a ᵥ* coupling A B (vecMulVec a b) =
        ∑ k, star a ᵥ* (A k * vecMulVec a b * (B k)ᵀ) := by
      ext j
      simp only [coupling, Matrix.vecMul, dotProduct, Matrix.sum_apply, Finset.sum_apply,
        Finset.mul_sum]
      exact Finset.sum_comm
    rw [hsum]
    refine Finset.sum_eq_zero fun k _ => ?_
    have hk : (star a ᵥ* A k) ᵥ* vecMulVec a b = ((star a ᵥ* A k) ⬝ᵥ a) • b := by
      generalize star a ᵥ* A k = v
      ext j
      simp only [Matrix.vecMul, dotProduct, vecMulVec_apply, Pi.smul_apply, smul_eq_mul,
        Finset.sum_mul, mul_assoc]
    rw [← Matrix.vecMul_vecMul, ← Matrix.vecMul_vecMul, hk, ← Matrix.dotProduct_mulVec,
      h.meanA k, zero_smul, Matrix.zero_vecMul]
  have h1 := congrArg (fun M => star a ᵥ* M) h.eqn
  simp only [freeAction, Matrix.vecMul_sub, Matrix.vecMul_add, Matrix.vecMul_neg,
    Matrix.vecMul_smul] at h1
  rw [hsource, ← Matrix.vecMul_vecMul, ← Matrix.vecMul_vecMul, hleft, Matrix.smul_vecMul,
    Matrix.vecMul_transpose] at h1
  linear_combination (norm := module) h1

/-- The partial overlap of the response with the state `a` of monomer A vanishes. -/
theorem partial_overlap_eq_zero (h : IsDispersionResponse hA hB eA eB A B a b P) :
    star a ᵥ* P = 0 := by
  -- nondegeneracy makes the overlap a multiple of `b`
  obtain ⟨t, ht⟩ := h.stateB.span _ (projected_equation h)
  have horth : (star a ᵥ* P) ⬝ᵥ star b = 0 := by
    have h0 := h.orth
    rw [Finset.sum_comm] at h0
    refine Eq.trans ?_ h0
    simp only [Matrix.vecMul, dotProduct, Finset.sum_mul]
    refine Finset.sum_congr rfl fun j _ => Finset.sum_congr rfl fun i _ => ?_
    simp only [Pi.star_apply, star_mul]
    ring
  -- orthogonality to `a ⊗ b` removes that multiple
  rw [ht, smul_dotProduct, smul_eq_mul] at horth
  rcases mul_eq_zero.mp horth with h0 | hb
  · rw [ht, h0, zero_smul]
  · exact absurd (dotProduct_star_self_eq_zero.mp
      (by first | exact hb | exact (dotProduct_comm _ _).trans hb)) h.stateB.ne_zero

/-- The first-order pair density sums to zero over the positions in monomer A. -/
theorem sum_pairDensity_left (h : IsDispersionResponse hA hB eA eB A B a b P) (j : n) :
    ∑ i, pairDensity a b P i j = 0 := by
  have hj : ∑ i, star (a i) * P i j = 0 := congrFun (partial_overlap_eq_zero h) j
  have hs : ∑ i, star (a i * b j) * P i j = star (b j) * ∑ i, star (a i) * P i j := by
    rw [Finset.mul_sum]
    refine Finset.sum_congr rfl fun i _ => ?_
    rw [star_mul]
    ring
  simp only [pairDensity]
  rw [← Finset.mul_sum, ← Complex.re_sum, hs, hj, mul_zero, Complex.zero_re, mul_zero]

/-- The first-order pair density sums to zero over the positions in either monomer, for
every fixed position in the other. -/
theorem pairDensity_marginals (h : IsDispersionResponse hA hB eA eB A B a b P) :
    (∀ j, ∑ i, pairDensity a b P i j = 0) ∧ (∀ i, ∑ j, pairDensity a b P i j = 0) := by
  refine ⟨sum_pairDensity_left h, fun i => ?_⟩
  refine (Finset.sum_congr rfl fun j _ => ?_).trans (sum_pairDensity_left h.swap i)
  simp only [pairDensity, transpose_apply]
  rw [mul_comm (a i)]

/-- For every operator `O` on monomer A alone, the matrix element of `O ⊗ 1` between the
product state `a ⊗ b` and the first-order response vanishes. -/
theorem monomer_operator_first_order (h : IsDispersionResponse hA hB eA eB A B a b P)
    (O : Matrix m m ℂ) : ∑ i, ∑ j, star (a i * b j) * (O * P) i j = 0 := by
  have h1 : P *ᵥ star b = 0 := by
    rw [← Matrix.vecMul_transpose]
    exact partial_overlap_eq_zero h.swap
  have h2 : (O * P) *ᵥ star b = 0 := by
    rw [← Matrix.mulVec_mulVec, h1, Matrix.mulVec_zero]
  refine Finset.sum_eq_zero fun i _ => ?_
  have hi : ∑ j, (O * P) i j * star (b j) = 0 := congrFun h2 i
  calc ∑ j, star (a i * b j) * (O * P) i j
      = star (a i) * ∑ j, (O * P) i j * star (b j) := by
        rw [Finset.mul_sum]
        refine Finset.sum_congr rfl fun j _ => ?_
        rw [star_mul]
        ring
    _ = 0 := by rw [hi, mul_zero]

/-- The hopping Hamiltonian of one particle on two sites. -/
def hop : Matrix (Fin 2) (Fin 2) ℂ := !![0, -1; -1, 0]

/-- The position operator on two sites, with values `1` and `-1`. -/
def site : Matrix (Fin 2) (Fin 2) ℂ := !![1, 0; 0, -1]

/-- The even superposition of two sites, unnormalised, spans the level `-1` of the hopping
Hamiltonian. -/
theorem hop_state : NondegenerateState hop (-1) ![1, 1] := by
  refine ⟨?_, ?_, ?_, ?_⟩
  · apply Matrix.IsHermitian.ext
    intro i j
    fin_cases i <;> fin_cases j <;> simp [hop]
  · intro h
    have h0 := congrFun h 0
    simp at h0
  · ext i
    fin_cases i <;> simp [hop, Matrix.mulVec, dotProduct, Fin.sum_univ_succ]
  · intro x hx
    have h0 : x 1 = x 0 := by
      have h1 := congrFun hx 0
      simpa [hop, Matrix.mulVec, dotProduct, Fin.sum_univ_succ] using h1
    refine ⟨x 0, ?_⟩
    ext i
    fin_cases i <;> simp [h0]

/-- Two two-site monomers coupled through the product of their positions have an explicit
first-order response, and its pair density is nonzero. -/
theorem isDispersionResponse_witness :
    IsDispersionResponse hop hop (-1) (-1) (fun _ : Unit => site) (fun _ : Unit => site)
      ![1, 1] ![1, 1] !![-1/4, 1/4; 1/4, -1/4] ∧
    pairDensity ![1, 1] ![1, 1] !![-1/4, 1/4; 1/4, -1/4] (0 : Fin 2) (0 : Fin 2) = -1/2 := by
  have hmean : star ![1, 1] ⬝ᵥ (site *ᵥ ![1, 1]) = 0 := by
    simp [site, Matrix.mulVec, dotProduct, Fin.sum_univ_succ]
  refine ⟨⟨hop_state, hop_state, fun _ => hmean, fun _ => hmean, ?_, ?_⟩, ?_⟩
  · norm_num [Fin.sum_univ_succ]
  · ext i j
    -- expand into entries before inserting the explicit matrices
    simp only [freeAction, coupling, Finset.univ_unique, Finset.sum_singleton,
      Matrix.sub_apply, Matrix.add_apply, Matrix.neg_apply, Matrix.smul_apply,
      Matrix.mul_apply, transpose_apply, vecMulVec_apply, Fin.sum_univ_two, smul_eq_mul]
    fin_cases i <;> fin_cases j <;> norm_num [hop, site]
  · norm_num [pairDensity]

end

end DispersionPairDensity
```

```lean
#print axioms DispersionPairDensity.hasDerivAt_pairDensity
#print axioms DispersionPairDensity.pairDensity_marginals
#print axioms DispersionPairDensity.monomer_operator_first_order
```

```
'DispersionPairDensity.hasDerivAt_pairDensity' depends on axioms: [propext, Classical.choice, Quot.sound]
'DispersionPairDensity.pairDensity_marginals' depends on axioms: [propext, Classical.choice, Quot.sound]
'DispersionPairDensity.monomer_operator_first_order' depends on axioms: [propext, Classical.choice, Quot.sound]
```

## How the proof follows the projection

`hasDerivAt_pairDensity` expands the squared modulus as a quadratic in $t$ and differentiates it. `projected_equation` applies `star a ᵥ*` to both sides of the first-order equation: `hleft` is $a^\dagger h_A=e_Aa^\dagger$, `hsource` removes the coupling, and `linear_combination` cancels the $e_A$ terms.

`partial_overlap_eq_zero` obtains the multiple of $b$ from `span` and eliminates it by orthogonality. `sum_pairDensity_left` factors out $\overline{b_j}$ to get the first marginal. `IsDispersionResponse.swap` transposes the whole problem, which supplies the second.

`monomer_operator_first_order` uses the other partial overlap, $\sum_jP_{ij}\overline{b_j}=0$. Multiplying by any operator $O$ on monomer A preserves this zero, so $\langle a\otimes b,(O\otimes1)P\rangle=0$.

## Two sites per monomer

If one monomer has a single site, the sum over its positions has only one term, so $\rho$ vanishes entirely. Two sites on each are the smallest case with a nonzero $\rho$, and `isDispersionResponse_witness` gives an example: hopping Hamiltonians coupled through the product of the site positions $\pm1$.

The code uses $a=b=(1,1)$ and finds $\rho_{00}=-1/2$. For normalised states this becomes $-1/8$, and the full table is

$$\rho=\frac18\begin{pmatrix}-1&1\\1&-1\end{pmatrix}.$$

Equal positions lose weight and opposite positions gain it, while every row and column sums to zero.
